# Symmetric real couplings make a quadratic single-spin Hamiltonian Hermitian

For a single spin n/2, with n any natural number, the lemma concerns the Hamiltonian ∑ a_ij J_i J_j, built from products of the spin components Jx, Jy and Jz. These are explicit complex matrices of size n + 1, in units where ħ = 1. If the 3 × 3 coupling matrix a is real and symmetric, the Hamiltonian equals its own conjugate transpose. The proof first shows that each spin component is Hermitian, then uses the fact that the conjugate transpose reverses a product, and finally exchanges the two summation indices and applies the symmetry of a.

An attempt in Lean 4 with a fault in it:

```lean
import Mathlib

open Matrix
open scoped ComplexOrder

namespace SpinTimeReversal

noncomputable section

/-- The ladder coefficient `√(k (n + 1 - k))` between the levels `k` and `k - 1` of a spin `n/2`. -/
def ladderCoeff (n k : ℕ) : ℝ := √((k : ℝ) * ((n : ℝ) + 1 - k))

/-- The raising operator `J₊` of a spin `n/2`; level `k` has magnetic quantum number `n/2 - k`. -/
def raising (n : ℕ) : Matrix (Fin (n + 1)) (Fin (n + 1)) ℂ :=
  Matrix.of fun i j => if (i : ℕ) + 1 = (j : ℕ) then (ladderCoeff n j : ℂ) else 0

/-- The component `Jx = (J₊ + J₋) / 2`. -/
def spinX (n : ℕ) : Matrix (Fin (n + 1)) (Fin (n + 1)) ℂ :=
  (1 / 2 : ℂ) • (raising n + (raising n)ᵀ)

/-- The component `Jy = (J₊ - J₋) / (2i)`. -/
def spinY (n : ℕ) : Matrix (Fin (n + 1)) (Fin (n + 1)) ℂ :=
  (-Complex.I / 2) • (raising n - (raising n)ᵀ)

/-- The component `Jz`, diagonal with entries `n/2 - k`. -/
def spinZ (n : ℕ) : Matrix (Fin (n + 1)) (Fin (n + 1)) ℂ :=
  Matrix.diagonal fun k => (n : ℂ) / 2 - ((k : ℕ) : ℂ)

/-- The three spin components `(Jx, Jy, Jz)`. -/
def spin (n : ℕ) : Fin 3 → Matrix (Fin (n + 1)) (Fin (n + 1)) ℂ :=
  ![spinX n, spinY n, spinZ n]

/-- The quadratic spin Hamiltonian `∑ a_ij J_i J_j` with real couplings. -/
def spinHamiltonian (n : ℕ) (a : Matrix (Fin 3) (Fin 3) ℝ) :
    Matrix (Fin (n + 1)) (Fin (n + 1)) ℂ :=
  ∑ i, ∑ j, (a i j : ℂ) • (spin n i * spin n j)

/-- For symmetric real couplings the quadratic spin Hamiltonian is Hermitian. -/
theorem hamiltonian_isHermitian (n : ℕ) (a : Matrix (Fin 3) (Fin 3) ℝ) (ha : a.IsSymm) :
    (spinHamiltonian n a).IsHermitian := by
  have hc : ∀ k l, (starRingEnd ℂ) (raising n k l) = raising n k l := by
    intro k l
    simp only [raising, Matrix.of_apply]
    split_ifs <;> simp
  have hJ : ∀ i, (spin n i)ᴴ = spin n i := by
    intro i
    fin_cases i
    · change (spinX n)ᴴ = spinX n
      ext k l
      simp [spinX, Matrix.conjTranspose_apply, hc, add_comm]
    · change (spinY n)ᴴ = spinY n
      ext k l
      simp only [spinY, Matrix.conjTranspose_apply, Matrix.smul_apply, Matrix.sub_apply,
        Matrix.transpose_apply, smul_eq_mul, ← starRingEnd_apply, map_mul, map_sub, map_div₀,
        map_neg, Complex.conj_I, hc, map_ofNat]
      ring
    · change (spinZ n)ᴴ = spinZ n
      ext k l
      by_cases e : k = l
      · subst e
        simp [spinZ, Matrix.conjTranspose_apply]
      · simp [spinZ, Matrix.conjTranspose_apply, e, Ne.symm e]
  unfold Matrix.IsHermitian spinHamiltonian
  simp only [Matrix.conjTranspose_sum, Matrix.conjTranspose_smul, Matrix.conjTranspose_mul, hJ]
  rw [Finset.sum_comm]
  refine Finset.sum_congr rfl fun i _ => Finset.sum_congr rfl fun j _ => ?_
  rw [ha.apply i j]
  simp

end

end SpinTimeReversal
```

Compiling this gives:

```
Main.lean:48:4: error: unsolved goals
case «0»
n : ℕ
a : Matrix (Fin 3) (Fin 3) ℝ
ha : a.IsSymm
hc : ∀ (k l : Fin (n + 1)), (starRingEnd ℂ) (raising n k l) = raising n k l
k l : Fin (n + 1)
⊢ 2⁻¹ * raising n k l + 2⁻¹ * raising n l k = 2⁻¹ * (raising n k l + raising n l k)
```

Cause. The one error is an unsolved goal in case `«0»`, the proof that Jx is Hermitian. The `simp` call has already dealt with the complex conjugation, but it stops at an equation whose left side is `2⁻¹ * raising n k l + 2⁻¹ * raising n l k` and whose right side is `2⁻¹ * (raising n k l + raising n l k)`.

The two sides are equal by distributivity: the factor one half is multiplied out on the left and still stands outside the sum on the right. The supplied lemma `add_comm` can only reorder the terms of a sum, so it cannot bridge that difference, and the rest of what `simp` used did not bring the sides to a common form.

The diff adds `ring` after `simp`. This tactic proves identities that follow from the laws of commutative rings, distributivity among them, so it closes the remaining goal. It needs no further facts about the entries of `raising`.

Fix (accepted with no message):

```diff
@@ -49,4 +49,5 @@
       ext k l
       simp [spinX, Matrix.conjTranspose_apply, hc, add_comm]
+      ring
     · change (spinY n)ᴴ = spinY n
       ext k l
```
